# The n-quantum satellite of independent boson modes is √n times as wide as the first

Take finitely many independent boson modes, at least one, with energies \(w_i\). Let the sudden creation of a core hole excite quanta in each mode with Poisson statistics, and let the strength \(a_i>0\) be the mean number of quanta excited in mode \(i\). With energies measured from the zero-quantum line, the satellite containing \(n\) quanta has mean energy \(n\,m\) and variance \(n\,v\), where \(m\) and \(v\) are the mean and variance of the mode energies weighted by the strengths:

\[
A=\sum_i a_i,\qquad m=\frac1A\sum_i a_i w_i,\qquad v=\frac1A\sum_i a_i (w_i-m)^2 .
\]

Its root-mean-square width is therefore \(\sqrt{n v}\). In the cumulant picture of core-level photoemission, restricted here to a finite set of independent, linearly coupled modes at zero temperature, this gives the part of the plasmon-satellite broadening that comes from the spread of the boson energies.

## Moments from a generating function

A final state is labelled by an occupation tuple \(k\), with \(k_i\) quanta in mode \(i\). Its weight and energy are

\[
P(k)=\prod_i \frac{a_i^{k_i}}{k_i!},\qquad E(k)=\sum_i k_i w_i .
\]

The strength \(a_i\) stands for the mean number of quanta that the sudden creation of the core hole excites in mode \(i\). The Poisson probability of the tuple is \(e^{-A}P(k)\), and the common factor \(e^{-A}\) cancels from every normalised average.

The \(n\)-quantum satellite collects the tuples with \(\sum_i k_i=n\). By the multinomial theorem,

\[
A^n=\sum_{\sum_i k_i=n}\frac{n!}{\prod_i k_i!}\prod_i a_i^{k_i},
\qquad\text{so}\qquad
\sum_{\sum_i k_i=n}P(k)=\frac{A^n}{n!}>0 .
\]

This identity holds for any strengths, so \(a_i\) may be replaced by \(a_i e^{s w_i}\) with real \(s\). The weight of a tuple then acquires the factor \(\prod_i e^{s k_i w_i}=e^{sE(k)}\), and

\[
\sum_{\sum_i k_i=n}P(k)\,e^{sE(k)}=\frac{g(s)^n}{n!},\qquad g(s)=\sum_i a_i e^{s w_i}.
\]

One derivative in \(s\) gives

\[
\sum_{\sum_i k_i=n}P(k)E(k)\,e^{sE(k)}=\frac{n\,g(s)^{n-1}g'(s)}{n!}.
\]

At \(s=0\) we have \(g(0)=A\) and \(g'(0)=\sum_i a_i w_i=Am\). Division by \(A^n/n!\) leaves the mean \(n\,m\).

For the variance, measure the mode energies from their mean, \(e_i=w_i-m\). Then \(\sum_i a_i e_i=0\), and a tuple with \(n\) quanta has shifted energy \(\sum_i k_i e_i=E(k)-n m\), its deviation from the satellite mean. Let \(h(s)=\sum_i a_i e^{s e_i}\). Differentiating the first-moment formula for these energies once more gives

\[
\sum_{\sum_i k_i=n}P(k)\,(E(k)-nm)^2=\frac{n(n-1)h(0)^{n-2}h'(0)^2+n\,h(0)^{n-1}h''(0)}{n!}.
\]

The cross term vanishes because \(h'(0)=0\). With \(h(0)=A\) and \(h''(0)=\sum_i a_i e_i^2=Av\), division by \(A^n/n!\) leaves \(n\,v\). For \(n=0\) the only tuple is the empty one, with energy zero, and both moments vanish as the formulas say.

## When the width vanishes and when it exceeds the spacing

If \(w_i\neq w_j\) for some pair, at least one of the two energies differs from \(m\), so a term in \(v\) is positive and \(v>0\). The one-quantum width \(\sqrt v\) is then positive, and the \(n\)-quantum width is \(\sqrt n\) times it. If all mode energies are equal, they equal \(m\) and \(v=0\). Hence for \(n\ge1\) the width vanishes exactly when the modes are degenerate.

The means of successive satellites are separated by \(m\). When all \(w_i\ge0\), also \(m\ge0\), and both sides of \(m<\sqrt{n v}\) may be squared. For non-degenerate modes this gives

\[
m<\sqrt{n v}\iff \frac{m^2}{v}<n .
\]

Beyond this order the width of a satellite is larger than its distance from the next one.

## Modes, tuples and mode averages in Lean

The finite type `ι` labels the modes.

```lean
import Mathlib

open scoped Nat

namespace PlasmonSatelliteBroadening

noncomputable section

variable {ι : Type*} [Fintype ι]
```

Strengths and energies are functions `a w : ι → ℝ`, and an occupation tuple is a function `k : ι → ℕ`. The next two definitions are \(P(k)\), without the factor \(e^{-A}\), and \(E(k)\).

```lean
/-- Weight of an occupation tuple `k`: the product of `a i ^ k i / (k i)!` over the modes. -/
def weight (a : ι → ℝ) (k : ι → ℕ) : ℝ := ∏ i, a i ^ k i / ((k i)! : ℝ)

/-- Energy of an occupation tuple: each mode contributes its energy once per quantum. -/
def energy (w : ι → ℝ) (k : ι → ℕ) : ℝ := ∑ i, (k i : ℝ) * w i
```

The averages \(m\) and \(v\) carry their normalisation by \(A\) explicitly.

```lean
/-- Mean mode energy, weighted by the strengths `a`, whose sum must be nonzero. -/
def modeMean (a w : ι → ℝ) : ℝ := (∑ i, a i * w i) / ∑ i, a i

/-- Variance of the mode energies, weighted by the strengths `a`, whose sum must be nonzero. -/
def modeVar (a w : ι → ℝ) : ℝ := (∑ i, a i * (w i - modeMean a w) ^ 2) / ∑ i, a i
```

Positivity of \(v\) follows the argument above: the proof picks a mode `l` whose energy is not the mean, and that mode makes a sum of non-negative terms positive.

```lean
/-- For positive strengths, the variance of the mode energies is positive as soon as two
modes differ in energy. -/
theorem modeVar_pos {a w : ι → ℝ} (ha : ∀ i, 0 < a i) {i j : ι} (hij : w i ≠ w j) :
    0 < modeVar a w := by
  -- at least one of the two modes lies away from the mean
  obtain ⟨l, hl⟩ : ∃ l, w l ≠ modeMean a w := by
    by_cases h : w i = modeMean a w
    · exact ⟨j, fun h' => hij (h.trans h'.symm)⟩
    · exact ⟨i, h⟩
  have hl' : w l - modeMean a w ≠ 0 := sub_ne_zero.2 hl
  unfold modeVar
  apply div_pos
  · exact Finset.sum_pos' (fun x _ => mul_nonneg (ha x).le (sq_nonneg _))
      ⟨l, Finset.mem_univ l, mul_pos (ha l) (by positivity)⟩
  · exact Finset.sum_pos (fun x _ => ha x) ⟨i, Finset.mem_univ i⟩
```

The next lemma gives the derivative of a finite sum of exponentials. It is stated for an arbitrary index type `κ`, because it will be applied both to sums over modes and to sums over tuples.

```lean
/-- A finite sum of exponentials is differentiated term by term. -/
theorem hasDerivAt_expSum {κ : Type*} (S : Finset κ) (c e : κ → ℝ) (s : ℝ) :
    HasDerivAt (fun t : ℝ => ∑ x ∈ S, c x * Real.exp (t * e x))
      (∑ x ∈ S, c x * e x * Real.exp (s * e x)) s := by
  refine HasDerivAt.fun_sum fun x _ => ?_
  have h0 : HasDerivAt (fun t : ℝ => t * e x) (e x) s := hasDerivAt_mul_const _
  exact (h0.exp.const_mul (c x)).congr_deriv (by ring)
```

## The satellite as a finite set of tuples

`occupations ι n` is the finite set of tuples whose entries add up to `n`.

```lean
variable [DecidableEq ι]

/-- The occupation tuples with `n` quanta in total. -/
def occupations (ι : Type*) [Fintype ι] [DecidableEq ι] (n : ℕ) : Finset (ι → ℕ) :=
  Finset.piAntidiag Finset.univ n
```

The satellite's total weight is a sum over this set. Its mean and variance are such sums divided by the total weight, so they are normalised moments of the line distribution, and its width is the square root of the variance.

```lean
/-- Total weight of the `n`-quantum satellite. -/
def satelliteWeight (a : ι → ℝ) (n : ℕ) : ℝ := ∑ k ∈ occupations ι n, weight a k

/-- Mean energy of the `n`-quantum satellite, whose total weight must be nonzero. -/
def satelliteMean (a w : ι → ℝ) (n : ℕ) : ℝ :=
  (∑ k ∈ occupations ι n, weight a k * energy w k) / satelliteWeight a n

/-- Energy variance of the `n`-quantum satellite, whose total weight must be nonzero. -/
def satelliteVar (a w : ι → ℝ) (n : ℕ) : ℝ :=
  (∑ k ∈ occupations ι n, weight a k * (energy w k - satelliteMean a w n) ^ 2) /
    satelliteWeight a n

/-- Root-mean-square width of the `n`-quantum satellite, whose total weight must be nonzero. -/
def satelliteWidth (a w : ι → ℝ) (n : ℕ) : ℝ := √(satelliteVar a w n)
```

These definitions describe a set of sharp lines. Lifetime broadening, instrumental resolution, extrinsic losses and a continuum of modes do not enter the model.

## The total weight and its exponential deformation

The multinomial theorem appears as `Finset.sum_pow_eq_sum_piAntidiag`. The rest of the proof converts the multinomial coefficient into \(n!/\prod_i k_i!\), term by term. No sign condition on `a` is needed.

```lean
/-- The total weight of the `n`-quantum satellite is the `n`-th power of the summed strengths
divided by `n!`. -/
theorem satelliteWeight_eq (a : ι → ℝ) (n : ℕ) :
    satelliteWeight a n = (∑ i, a i) ^ n / (n ! : ℝ) := by
  have hn : (n ! : ℝ) ≠ 0 := by exact_mod_cast n.factorial_ne_zero
  unfold satelliteWeight occupations
  rw [eq_div_iff hn, Finset.sum_pow_eq_sum_piAntidiag, Finset.sum_mul]
  refine Finset.sum_congr rfl fun k hk => ?_
  have hsum : ∑ i, k i = n := (Finset.mem_piAntidiag.mp hk).1
  have h : (∏ i, (k i)!) * Nat.multinomial Finset.univ k = n ! := by
    rw [← hsum]
    exact Nat.multinomial_spec _ _
  have hR : (∏ i, ((k i)! : ℝ)) * (Nat.multinomial Finset.univ k : ℝ) = (n ! : ℝ) := by
    exact_mod_cast h
  have hne : (∏ i, ((k i)! : ℝ)) ≠ 0 :=
    Finset.prod_ne_zero_iff.2 fun i _ => by exact_mod_cast (k i).factorial_ne_zero
  unfold weight
  rw [Finset.prod_div_distrib, ← hR, div_mul_eq_mul_div, div_eq_iff hne]
  ring
```

The generating function comes from applying this result to the strengths `fun i => a i * Real.exp (s * w i)`. What remains is to show that the exponential of the tuple energy factorises over the modes.

```lean
/-- The generating function of the satellite energies is the `n`-th power of the one-quantum
generating function, divided by `n!`. -/
theorem generating_function (a w : ι → ℝ) (n : ℕ) (s : ℝ) :
    ∑ k ∈ occupations ι n, weight a k * Real.exp (s * energy w k) =
      (∑ i, a i * Real.exp (s * w i)) ^ n / (n ! : ℝ) := by
  rw [← satelliteWeight_eq (fun i => a i * Real.exp (s * w i)) n]
  unfold satelliteWeight
  refine Finset.sum_congr rfl fun k _ => ?_
  -- the exponential factorises over the modes and is absorbed in the strengths
  unfold weight energy
  rw [Finset.mul_sum, Real.exp_sum, ← Finset.prod_mul_distrib]
  refine Finset.prod_congr rfl fun i _ => ?_
  have h : s * ((k i : ℝ) * w i) = (k i : ℝ) * (s * w i) := by ring
  rw [h, Real.exp_nat_mul, mul_pow]
  ring
```

## Two derivatives

The two sides of the generating identity are the same function of `s`, and a function has only one derivative at a point. The proof of `first_moment` differentiates the left side term by term and the right side by the power rule, then equates the results with `unique`.

```lean
/-- The sum of weight times energy times `exp (s * energy)` over the `n`-quantum tuples is the
derivative in `s` of the `n`-th power of the one-quantum generating function, divided by `n!`. -/
theorem first_moment (a w : ι → ℝ) (n : ℕ) (s : ℝ) :
    ∑ k ∈ occupations ι n, weight a k * energy w k * Real.exp (s * energy w k) =
      (n : ℝ) * (∑ i, a i * Real.exp (s * w i)) ^ (n - 1) *
        (∑ i, a i * w i * Real.exp (s * w i)) / (n ! : ℝ) :=
  (hasDerivAt_expSum (occupations ι n) (weight a) (energy w) s).unique
    ((((hasDerivAt_expSum Finset.univ a w s).fun_pow n).div_const (n ! : ℝ)).congr_of_eventuallyEq
      (Filter.Eventually.of_forall fun t => generating_function a w n t))
```

The second moment repeats the method, starting from `first_moment` and using the product rule at \(s=0\). The hypothesis `he` says that the energies `e` have zero weighted sum, and the `simp only` line uses it to remove the cross term.

```lean
/-- If the mode energies `e` have zero sum when weighted by `a`, the unnormalised second energy
moment of the `n`-quantum satellite is `n * A ^ (n - 1) / n!` times the sum of `a i * e i ^ 2`,
where `A` is the summed strength. -/
theorem second_moment (a e : ι → ℝ) (he : ∑ i, a i * e i = 0) (n : ℕ) :
    ∑ k ∈ occupations ι n, weight a k * energy e k ^ 2 =
      (n : ℝ) * (∑ i, a i) ^ (n - 1) * (∑ i, a i * e i ^ 2) / (n ! : ℝ) := by
  have hA := hasDerivAt_expSum Finset.univ a e 0
  have hB := hasDerivAt_expSum Finset.univ (fun i => a i * e i) e 0
  have key := (hasDerivAt_expSum (occupations ι n)
    (fun k => weight a k * energy e k) (energy e) 0).unique
    (((((hA.fun_pow (n - 1)).const_mul (n : ℝ)).fun_mul hB).div_const
      (n ! : ℝ)).congr_of_eventuallyEq
      (Filter.Eventually.of_forall fun t => first_moment a e n t))
  -- the cross term carries the vanishing first moment
  simp only [zero_mul, Real.exp_zero, mul_one, he, mul_zero, zero_add] at key
  have e1 : ∀ k, weight a k * energy e k ^ 2 = weight a k * energy e k * energy e k :=
    fun k => by ring
  have e2 : ∀ i, a i * e i ^ 2 = a i * e i * e i := fun i => by ring
  simp only [e1, e2]
  exact key
```

Both moments have the form \(nA^{n-1}B/n!\), so a single lemma carries out the division by the total weight. The case `n = 0` is treated separately, since the natural-number expression `n - 1` is then `0`; the prefactor `n` makes both sides zero.

```lean
/-- For nonzero `A`, dividing `n * A ^ (n - 1) * B / n!` by `A ^ n / n!` leaves `n * (B / A)`. -/
theorem moment_ratio {A : ℝ} (hA : A ≠ 0) (B : ℝ) (n : ℕ) :
    ((n : ℝ) * A ^ (n - 1) * B / (n ! : ℝ)) / (A ^ n / (n ! : ℝ)) = n * (B / A) := by
  rcases n with _ | n
  · simp
  · have hn : ((n + 1)! : ℝ) ≠ 0 := by exact_mod_cast (n + 1).factorial_ne_zero
    rw [Nat.add_sub_cancel, pow_succ]
    field_simp
```

## Mean, variance and total weight

The main theorem states three things for every `n`, including zero: the total weight is positive, the mean is \(n\,m\), and the variance is \(n\,v\). The mode energies may be any real numbers. `Nonempty ι` and `ha` together ensure \(A>0\).

```lean
/-- For positive strengths and at least one mode, the `n`-quantum satellite has positive weight,
and its mean energy and variance are `n` times those of the mode energies. -/
theorem satellite_moments [Nonempty ι] {a : ι → ℝ} (ha : ∀ i, 0 < a i) (w : ι → ℝ) (n : ℕ) :
    0 < satelliteWeight a n ∧ satelliteMean a w n = n * modeMean a w ∧
      satelliteVar a w n = n * modeVar a w := by
  have hA : 0 < ∑ i, a i := Finset.sum_pos (fun i _ => ha i) Finset.univ_nonempty
  have hmean : satelliteMean a w n = n * modeMean a w := by
    have h := first_moment a w n 0
    simp only [zero_mul, Real.exp_zero, mul_one] at h
    rw [satelliteMean, h, satelliteWeight_eq, moment_ratio hA.ne', modeMean]
  refine ⟨?_, hmean, ?_⟩
  · rw [satelliteWeight_eq]
    positivity
  · -- measure the mode energies from their mean
    have he : ∑ i, a i * (w i - modeMean a w) = 0 := by
      have hm : (∑ i, a i) * modeMean a w = ∑ i, a i * w i := by
        unfold modeMean
        exact mul_div_cancel₀ _ hA.ne'
      simp only [mul_sub, Finset.sum_sub_distrib, ← Finset.sum_mul]
      linarith
    have hshift : ∀ k ∈ occupations ι n, weight a k * (energy w k - satelliteMean a w n) ^ 2 =
        weight a k * energy (fun i => w i - modeMean a w) k ^ 2 := by
      intro k hk
      have hsum : ∑ i, k i = n := (Finset.mem_piAntidiag.mp hk).1
      have hR : ∑ i, (k i : ℝ) = n := by exact_mod_cast hsum
      have hE : energy (fun i => w i - modeMean a w) k = energy w k - n * modeMean a w := by
        unfold energy
        simp only [mul_sub, Finset.sum_sub_distrib, ← Finset.sum_mul, hR]
      rw [hE, hmean]
    rw [satelliteVar, Finset.sum_congr rfl hshift, second_moment a _ he n, satelliteWeight_eq,
      moment_ratio hA.ne', modeVar]
```

The mean is `first_moment` at \(s=0\) divided by the total weight. For the variance, `he` establishes \(\sum_i a_i(w_i-m)=0\), and `hshift` replaces each deviation \(E(k)-nm\) by the energy of the tuple in the shifted modes. This is where the constraint \(\sum_i k_i=n\) is used. `second_moment` and `moment_ratio` then finish the calculation.

## Consequences for the width

If some two of the modes differ in energy, taking square roots of the variances for `n` quanta and for one quantum gives the \(\sqrt n\) law, together with a positive one-quantum width.

```lean
/-- For positive strengths and two modes of different energy, the one-quantum satellite has a
positive width and the `n`-quantum satellite is `√n` times as wide. -/
theorem width_sqrt_law {a w : ι → ℝ} (ha : ∀ i, 0 < a i) {i j : ι} (hij : w i ≠ w j) (n : ℕ) :
    0 < satelliteWidth a w 1 ∧ satelliteWidth a w n = √n * satelliteWidth a w 1 := by
  have : Nonempty ι := ⟨i⟩
  have h1 := (satellite_moments ha w 1).2.2
  rw [Nat.cast_one, one_mul] at h1
  unfold satelliteWidth
  rw [(satellite_moments ha w n).2.2, h1]
  exact ⟨Real.sqrt_pos.2 (modeVar_pos ha hij), Real.sqrt_mul (Nat.cast_nonneg n) _⟩
```

The criterion for zero width compares every mode with a chosen mode `j`, which also guarantees that there is at least one mode. The condition `hn` excludes the zero-quantum line, which is sharp whatever the mode energies are.

```lean
/-- For positive strengths, a satellite with at least one quantum has zero width exactly when
all modes have the energy of a chosen mode `j`. -/
theorem width_eq_zero_iff {a w : ι → ℝ} (ha : ∀ i, 0 < a i) (j : ι) {n : ℕ} (hn : n ≠ 0) :
    satelliteWidth a w n = 0 ↔ ∀ i, w i = w j := by
  have : Nonempty ι := ⟨j⟩
  have hA : 0 < ∑ i, a i := Finset.sum_pos (fun i _ => ha i) Finset.univ_nonempty
  have hn' : (0 : ℝ) < n := by exact_mod_cast Nat.pos_of_ne_zero hn
  unfold satelliteWidth
  rw [(satellite_moments ha w n).2.2]
  constructor
  · intro h i
    by_contra hij
    exact (Real.sqrt_pos.2 (mul_pos hn' (modeVar_pos ha hij))).ne' h
  · intro h
    have hm : modeMean a w = w j := by
      unfold modeMean
      rw [div_eq_iff hA.ne', Finset.mul_sum]
      exact Finset.sum_congr rfl fun i _ => by rw [h i, mul_comm]
    have hv : modeVar a w = 0 := by
      unfold modeVar
      rw [hm, Finset.sum_eq_zero (fun i _ => by rw [h i]; ring), zero_div]
    rw [hv, mul_zero, Real.sqrt_zero]
```

In the last theorem, the hypothesis `hw` that the mode energies are non-negative serves only to give \(m\ge0\), which `Real.lt_sqrt` requires for squaring the inequality. The hypothesis `hij` gives \(v>0\), so that dividing by the variance preserves the inequality.

```lean
/-- For positive strengths and non-negative mode energies that are not all equal, the satellite
width exceeds the mean mode energy exactly when `n` exceeds mean squared over variance. -/
theorem width_exceeds_spacing_iff {a w : ι → ℝ} (ha : ∀ i, 0 < a i) (hw : ∀ i, 0 ≤ w i)
    {i j : ι} (hij : w i ≠ w j) (n : ℕ) :
    modeMean a w < satelliteWidth a w n ↔ modeMean a w ^ 2 / modeVar a w < n := by
  have : Nonempty ι := ⟨i⟩
  have hm : 0 ≤ modeMean a w :=
    div_nonneg (Finset.sum_nonneg fun x _ => mul_nonneg (ha x).le (hw x))
      (Finset.sum_nonneg fun x _ => (ha x).le)
  rw [satelliteWidth, (satellite_moments ha w n).2.2, Real.lt_sqrt hm,
    div_lt_iff₀ (modeVar_pos ha hij)]

end

end PlasmonSatelliteBroadening
```

```lean
#print axioms PlasmonSatelliteBroadening.width_sqrt_law
#print axioms PlasmonSatelliteBroadening.width_eq_zero_iff
#print axioms PlasmonSatelliteBroadening.width_exceeds_spacing_iff
```

```
'PlasmonSatelliteBroadening.width_sqrt_law' depends on axioms: [propext, Classical.choice, Quot.sound]
'PlasmonSatelliteBroadening.width_eq_zero_iff' depends on axioms: [propext, Classical.choice, Quot.sound]
'PlasmonSatelliteBroadening.width_exceeds_spacing_iff' depends on axioms: [propext, Classical.choice, Quot.sound]
```
